# Time-dependent v-representability on an open chain, for one particle below the bond-current limit

On an open chain with hopping −t between neighbours, every positive, normalised, twice continuously differentiable density ρₖ(s) is that of a one-particle Schrödinger solution in some continuous real on-site potential, provided the current between sites k and k+1 always stays strictly below 2t√(ρₖ ρₖ₊₁) in magnitude. Here s is time, since t is taken by the hopping, and ħ = 1.

```lean
import Mathlib

open Finset

namespace LatticeTDDFT

noncomputable section

/-- Hopping matrix of the open chain with `n + 1` sites: `-t` between nearest neighbours,
zero otherwise. -/
def chainHopping (n : ℕ) (t : ℝ) : Matrix (Fin (n + 1)) (Fin (n + 1)) ℝ :=
  Matrix.of fun i j => if i.val + 1 = j.val ∨ j.val + 1 = i.val then -t else 0

/-- The one-particle Schrödinger equation `i ψ' = (T + v(s)) ψ` (with `ħ = 1`), at every site
and every time. -/
def SolvesSchrodinger {ι : Type*} [Fintype ι] (T : Matrix ι ι ℝ) (v : ι → ℝ → ℝ)
    (ψ : ι → ℝ → ℂ) : Prop :=
  ∀ i s, HasDerivAt (ψ i)
    (-Complex.I * (∑ j, (T i j : ℂ) * ψ j s + (v i s : ℂ) * ψ i s)) s

/-- The wavefunction `√ρ exp(iθ)` with density `ρ ≥ 0` and phase `θ`. -/
def wave {ι : Type*} (ρ θ : ι → ℝ → ℝ) (i : ι) (s : ℝ) : ℂ :=
  (√(ρ i s) : ℂ) * Complex.exp ((θ i s : ℂ) * Complex.I)

/-- The on-site potential computed from densities and phases, for positive densities and
differentiable phases. -/
def phasePotential {ι : Type*} [Fintype ι] (T : Matrix ι ι ℝ) (ρ θ : ι → ℝ → ℝ)
    (i : ι) (s : ℝ) : ℝ :=
  -deriv (θ i) s - (∑ j, T i j * √(ρ j s) * Real.cos (θ j s - θ i s)) / √(ρ i s)

/-- Phase difference across bond `k`, computed from the rate of change of the charge to its left,
for `t > 0` and differentiable positive densities, when this rate is at most `2t√(ρ_k ρ_(k+1))` in
magnitude. -/
def bondPhase {n : ℕ} (t : ℝ) (ρ : Fin (n + 1) → ℝ → ℝ) (k : Fin n) (s : ℝ) : ℝ :=
  -Real.arcsin ((∑ j ∈ Iic k.castSucc, deriv (ρ j) s) /
    (2 * t * √(ρ k.castSucc s * ρ k.succ s)))

/-- Phase at site `i`: the sum of `bondPhase` over all bonds to its left. -/
def sitePhase {n : ℕ} (t : ℝ) (ρ : Fin (n + 1) → ℝ → ℝ) (i : Fin (n + 1)) (s : ℝ) : ℝ :=
  ∑ m : Fin n, if m.castSucc < i then bondPhase t ρ m s else 0

/-- If the rates `r` sum to zero and the antisymmetric bond quantity `F` reproduces the rate
of the charge to the left of each bond, the continuity equation holds at every site. -/
theorem continuity_of_bond_currents {n : ℕ} (t : ℝ) (r : Fin (n + 1) → ℝ)
    (F : Fin (n + 1) → Fin (n + 1) → ℝ) (hr : ∑ i, r i = 0)
    (hanti : ∀ i j, F j i = -F i j)
    (hF : ∀ k : Fin n, ∑ j ∈ Iic k.castSucc, r j = -(2 * t) * F k.castSucc k.succ)
    (i : Fin (n + 1)) : r i = 2 * ∑ j, chainHopping n t i j * F i j := by
  -- the flow through the bond on the right
  have hR : -(2 * t) * (∑ j : Fin (n + 1), if i.val + 1 = j.val then F i j else 0)
      = ∑ j ∈ Iic i, r j := by
    induction i using Fin.lastCases with
    | last =>
      have hI : Iic (Fin.last n) = univ := by
        ext j
        simp [Fin.le_last]
      rw [hI, hr, Finset.sum_eq_zero, mul_zero]
      intro j _
      have h1 : (Fin.last n).val = n := rfl
      have h2 := j.isLt
      exact if_neg (by omega)
    | cast k =>
      have h1 : k.castSucc.val = k.val := rfl
      have h2 : k.succ.val = k.val + 1 := rfl
      rw [hF k, Finset.sum_eq_single k.succ, if_pos (by omega)]
      · intro j _ hj
        exact if_neg fun h => hj (Fin.ext (by omega))
      · intro h
        exact absurd (mem_univ _) h
  -- the flow through the bond on the left
  have hL : -(2 * t) * (∑ j : Fin (n + 1), if j.val + 1 = i.val then F i j else 0)
      = r i - ∑ j ∈ Iic i, r j := by
    induction i using Fin.cases with
    | zero =>
      have h0 : (0 : Fin (n + 1)).val = 0 := rfl
      have hI : Iic (0 : Fin (n + 1)) = {0} := by
        ext j
        simp only [mem_Iic, mem_singleton, Fin.le_def, Fin.ext_iff]
        omega
      rw [hI, sum_singleton, sub_self, Finset.sum_eq_zero, mul_zero]
      intro j _
      exact if_neg (by omega)
    | succ k =>
      have h1 : k.castSucc.val = k.val := rfl
      have h2 : k.succ.val = k.val + 1 := rfl
      have hI : Iic k.succ = insert k.succ (Iic k.castSucc) := by
        ext j
        simp only [mem_insert, mem_Iic, Fin.le_def, Fin.ext_iff]
        omega
      have hn : k.succ ∉ Iic k.castSucc := by
        simp only [mem_Iic, Fin.le_def]
        omega
      rw [hI, sum_insert hn, hF k, Finset.sum_eq_single k.castSucc, if_pos (by omega),
        hanti k.castSucc k.succ]
      · ring
      · intro j _ hj
        exact if_neg fun h => hj (Fin.ext (by omega))
      · intro h
        exact absurd (mem_univ _) h
  have hsplit : ∑ j, chainHopping n t i j * F i j
      = -t * (∑ j : Fin (n + 1), if i.val + 1 = j.val then F i j else 0)
        + -t * (∑ j : Fin (n + 1), if j.val + 1 = i.val then F i j else 0) := by
    rw [Finset.mul_sum, Finset.mul_sum, ← Finset.sum_add_distrib]
    refine Finset.sum_congr rfl fun j _ => ?_
    simp only [chainHopping, Matrix.of_apply]
    by_cases h1 : i.val + 1 = j.val
    · have h2 : ¬ (j.val + 1 = i.val) := by omega
      simp [h1, h2]
    · by_cases h2 : j.val + 1 = i.val <;> simp [h1, h2]
  linear_combination -2 * hsplit - hR - hL

/-- For any real hopping matrix, differentiable positive densities and differentiable phases
that obey the continuity equation give a solution `√ρ exp(iθ)` of the Schrödinger equation in
the potential `phasePotential`. -/
theorem wave_solves {ι : Type*} [Fintype ι] (T : Matrix ι ι ℝ) (ρ θ : ι → ℝ → ℝ)
    (hρ : ∀ i, Differentiable ℝ (ρ i)) (hθ : ∀ i, Differentiable ℝ (θ i))
    (hpos : ∀ i s, 0 < ρ i s)
    (hcont : ∀ i s, deriv (ρ i) s =
      2 * ∑ j, T i j * (√(ρ i s) * √(ρ j s) * Real.sin (θ j s - θ i s))) :
    SolvesSchrodinger T (phasePotential T ρ θ) (wave ρ θ) := by
  intro i s
  have hs : 0 < √(ρ i s) := Real.sqrt_pos.2 (hpos i s)
  have h1 := (hρ i s).hasDerivAt.sqrt (hpos i s).ne'
  have h3 := h1.ofReal_comp.fun_mul
    (((hθ i s).hasDerivAt.ofReal_comp.mul_const Complex.I).cexp)
  obtain ⟨C, hC⟩ : ∃ C, C = ∑ j, T i j * √(ρ j s) * Real.cos (θ j s - θ i s) := ⟨_, rfl⟩
  obtain ⟨S, hS⟩ : ∃ S, S = ∑ j, T i j * √(ρ j s) * Real.sin (θ j s - θ i s) := ⟨_, rfl⟩
  have hrate : deriv (ρ i) s / (2 * √(ρ i s)) = S := by
    rw [div_eq_iff (by positivity), hcont i s, hS, Finset.mul_sum, Finset.sum_mul]
    exact Finset.sum_congr rfl fun j _ => by ring
  -- refer all phases to the phase at site i
  have hsum : ∑ j, (T i j : ℂ) * wave ρ θ j s
      = Complex.exp ((θ i s : ℂ) * Complex.I) * ((C : ℂ) + (S : ℂ) * Complex.I) := by
    rw [hC, hS]
    push_cast
    rw [Finset.sum_mul, ← Finset.sum_add_distrib, Finset.mul_sum]
    refine Finset.sum_congr rfl fun j _ => ?_
    have e : Complex.exp ((θ j s : ℂ) * Complex.I)
        = Complex.exp ((θ i s : ℂ) * Complex.I) * (Complex.cos ((θ j s : ℂ) - θ i s)
          + Complex.sin ((θ j s : ℂ) - θ i s) * Complex.I) := by
      rw [← Complex.exp_mul_I, ← Complex.exp_add]
      congr 1
      ring
    rw [wave, e]
    ring
  have hv : phasePotential T ρ θ i s * √(ρ i s) = -deriv (θ i) s * √(ρ i s) - C := by
    rw [phasePotential, ← hC, sub_mul, div_mul_cancel₀ _ hs.ne']
  have hv' : (phasePotential T ρ θ i s : ℂ) * (√(ρ i s) : ℂ)
      = -((deriv (θ i) s : ℝ) : ℂ) * (√(ρ i s) : ℂ) - (C : ℂ) := by exact_mod_cast hv
  refine HasDerivAt.congr_deriv (f := wave ρ θ i) h3 ?_
  rw [hrate, hsum, wave]
  linear_combination Complex.I * Complex.exp ((θ i s : ℂ) * Complex.I) * hv'
    + (S : ℂ) * Complex.exp ((θ i s : ℂ) * Complex.I) * Complex.I_sq

/-- The site phases at the two ends of a bond differ by the phase of that bond. -/
theorem sitePhase_succ_sub {n : ℕ} (t : ℝ) (ρ : Fin (n + 1) → ℝ → ℝ) (k : Fin n) (s : ℝ) :
    sitePhase t ρ k.succ s - sitePhase t ρ k.castSucc s = bondPhase t ρ k s := by
  have h1 : k.castSucc.val = k.val := rfl
  have h2 : k.succ.val = k.val + 1 := rfl
  rw [sitePhase, sitePhase, ← Finset.sum_sub_distrib, Finset.sum_eq_single k]
  · rw [if_pos (Fin.lt_def.2 (by omega)), if_neg (lt_irrefl _), sub_zero]
  · intro m _ hm
    have h3 : m.castSucc.val = m.val := rfl
    have h4 : m.val ≠ k.val := fun h => hm (Fin.ext h)
    have h5 : m.castSucc < k.succ ↔ m.castSucc < k.castSucc := by
      simp only [Fin.lt_def]
      omega
    simp only [h5, sub_self]
  · intro h
    exact absurd (mem_univ _) h

/-- For twice continuously differentiable positive densities whose bond currents stay strictly below
`2t√(ρ_k ρ_(k+1))` in magnitude, the site phases are continuously differentiable in time. -/
theorem sitePhase_contDiff {n : ℕ} (t : ℝ) (ρ : Fin (n + 1) → ℝ → ℝ)
    (hρ : ∀ i, ContDiff ℝ 2 (ρ i)) (hpos : ∀ i s, 0 < ρ i s)
    (hcur : ∀ (k : Fin n) s, |∑ j ∈ Iic k.castSucc, deriv (ρ j) s|
      < 2 * t * √(ρ k.castSucc s * ρ k.succ s)) (i : Fin (n + 1)) :
    ContDiff ℝ 1 (sitePhase t ρ i) := by
  have hd : ∀ j, ContDiff ℝ 1 (deriv (ρ j)) := fun j => by
    have h : ContDiff ℝ (1 + 1) (ρ j) := by
      rw [one_add_one_eq_two]
      exact hρ j
    exact (contDiff_succ_iff_deriv.1 h).2.2
  have h1 : ∀ j, ContDiff ℝ 1 (ρ j) := fun j => (hρ j).of_le (by norm_num)
  have hb : ∀ k : Fin n, ContDiff ℝ 1 (bondPhase t ρ k) := fun k => by
    have hden : ∀ s, 0 < 2 * t * √(ρ k.castSucc s * ρ k.succ s) :=
      fun s => (abs_nonneg _).trans_lt (hcur k s)
    have hq : ContDiff ℝ 1 (fun s => (∑ j ∈ Iic k.castSucc, deriv (ρ j) s) /
        (2 * t * √(ρ k.castSucc s * ρ k.succ s))) :=
      (ContDiff.sum fun j _ => hd j).div
        (contDiff_const.mul (((h1 _).mul (h1 _)).sqrt
          fun s => (mul_pos (hpos _ s) (hpos _ s)).ne'))
        fun s => (hden s).ne'
    -- the strict bound keeps the arcsine away from its singular points
    refine ContDiff.neg (contDiff_iff_contDiffAt.2 fun s => ?_)
    have hlt := abs_lt.1 (hcur k s)
    refine ContDiffAt.comp (g := Real.arcsin) s (Real.contDiffAt_arcsin ?_ ?_) hq.contDiffAt
    · exact ((lt_div_iff₀ (hden s)).2 (by linarith [hlt.1])).ne'
    · exact ((div_lt_iff₀ (hden s)).2 (by linarith [hlt.2])).ne
  refine ContDiff.sum fun m _ => ?_
  by_cases h : m.castSucc < i
  · simpa only [if_pos h] using hb m
  · simpa only [if_neg h] using contDiff_const

/-- Time-dependent v-representability on an open chain: twice continuously differentiable positive
densities with sum 1, whose bond currents stay strictly below `2t√(ρ_k ρ_(k+1))` in magnitude, are
the densities of a one-particle Schrödinger solution in some continuous real potential. -/
theorem chain_v_representable {n : ℕ} (t : ℝ) (ρ : Fin (n + 1) → ℝ → ℝ)
    (hρ : ∀ i, ContDiff ℝ 2 (ρ i)) (hpos : ∀ i s, 0 < ρ i s) (hsum : ∀ s, ∑ i, ρ i s = 1)
    (hcur : ∀ (k : Fin n) s, |∑ j ∈ Iic k.castSucc, deriv (ρ j) s|
      < 2 * t * √(ρ k.castSucc s * ρ k.succ s)) :
    ∃ (v : Fin (n + 1) → ℝ → ℝ) (ψ : Fin (n + 1) → ℝ → ℂ),
      (∀ i, Continuous (v i)) ∧ SolvesSchrodinger (chainHopping n t) v ψ ∧
      ∀ i s, ‖ψ i s‖ ^ 2 = ρ i s := by
  have hθ := fun i => contDiff_one_iff_deriv.1 (sitePhase_contDiff t ρ hρ hpos hcur i)
  have hdiff : ∀ i, Differentiable ℝ (ρ i) := fun i => (hρ i).differentiable (by norm_num)
  refine ⟨phasePotential (chainHopping n t) ρ (sitePhase t ρ), wave ρ (sitePhase t ρ),
    fun i => ?_, wave_solves _ ρ _ hdiff (fun i => (hθ i).1) hpos fun i s => ?_, fun i s => ?_⟩
  · refine (hθ i).2.neg.sub (Continuous.div ?_ (hdiff i).continuous.sqrt
      fun s => (Real.sqrt_pos.2 (hpos i s)).ne')
    exact continuous_finsetSum _ fun j _ =>
      (continuous_const.mul (hdiff j).continuous.sqrt).mul
        (Real.continuous_cos.comp ((hθ j).1.continuous.sub (hθ i).1.continuous))
  · -- normalisation makes the rates sum to zero
    have hr : ∑ j, deriv (ρ j) s = 0 := by
      have h := HasDerivAt.fun_sum (u := univ) fun j _ => (hdiff j s).hasDerivAt
      simp only [hsum] at h
      exact h.unique (hasDerivAt_const s (1 : ℝ))
    refine continuity_of_bond_currents t (fun j => deriv (ρ j) s)
      (fun i j => √(ρ i s) * √(ρ j s) * Real.sin (sitePhase t ρ j s - sitePhase t ρ i s))
      hr (fun i j => ?_) (fun k => ?_) i
    · rw [← neg_sub (sitePhase t ρ j s), Real.sin_neg]
      ring
    · have hden := (abs_nonneg _).trans_lt (hcur k s)
      have hlt := abs_lt.1 (hcur k s)
      rw [sitePhase_succ_sub, bondPhase, Real.sin_neg, Real.sin_arcsin
        ((le_div_iff₀ hden).2 (by linarith [hlt.1])) ((div_le_iff₀ hden).2 (by linarith [hlt.2])),
        ← Real.sqrt_mul (hpos _ s).le]
      have hc := div_mul_cancel₀ (∑ j ∈ Iic k.castSucc, deriv (ρ j) s) hden.ne'
      linear_combination -hc
  · rw [wave, norm_mul, Complex.norm_exp_ofReal_mul_I, mul_one, Complex.norm_real,
      Real.norm_eq_abs, sq_abs, Real.sq_sqrt (hpos i s).le]

/-- On a dimer with hopping `t > 0`, the oscillating densities `1/2 ± a sin(ωs)` are produced
by a continuous real potential whenever `a²ω² < t²(1 - 4a²)`. -/
theorem dimer_oscillation (t a ω : ℝ) (ht : 0 < t)
    (h : a ^ 2 * ω ^ 2 < t ^ 2 * (1 - 4 * a ^ 2)) :
    ∃ (v : Fin 2 → ℝ → ℝ) (ψ : Fin 2 → ℝ → ℂ),
      (∀ i, Continuous (v i)) ∧ SolvesSchrodinger (chainHopping 1 t) v ψ ∧
      ∀ s, ‖ψ 0 s‖ ^ 2 = 1 / 2 + a * Real.sin (ω * s) ∧
        ‖ψ 1 s‖ ^ 2 = 1 / 2 - a * Real.sin (ω * s) := by
  have ha : 0 < 1 - 4 * a ^ 2 :=
    pos_of_mul_pos_right ((by positivity : 0 ≤ a ^ 2 * ω ^ 2).trans_lt h) (sq_nonneg t)
  have hb : ∀ s, |a * Real.sin (ω * s)| < 1 / 2 := fun s => by
    refine abs_lt_of_sq_lt_sq ?_ (by norm_num)
    have h1 := mul_le_mul_of_nonneg_left (Real.sin_sq_le_one (ω * s)) (sq_nonneg a)
    rw [mul_pow]
    linarith
  have hsin : ContDiff ℝ 2 (fun s => a * Real.sin (ω * s)) :=
    contDiff_const.mul (Real.contDiff_sin.comp (contDiff_const.mul contDiff_id))
  obtain ⟨v, ψ, hv, hψ, hd⟩ := chain_v_representable (n := 1) t
    ![fun s => 1 / 2 + a * Real.sin (ω * s), fun s => 1 / 2 - a * Real.sin (ω * s)]
    (Fin.forall_fin_two.2 ⟨contDiff_const.add hsin, contDiff_const.sub hsin⟩)
    (Fin.forall_fin_two.2 ⟨fun s => by
      have := (abs_lt.1 (hb s)).1
      show 0 < 1 / 2 + a * Real.sin (ω * s)
      linarith, fun s => by
      have := (abs_lt.1 (hb s)).2
      show 0 < 1 / 2 - a * Real.sin (ω * s)
      linarith⟩)
    (fun s => by
      rw [Fin.sum_univ_two]
      show 1 / 2 + a * Real.sin (ω * s) + (1 / 2 - a * Real.sin (ω * s)) = 1
      ring)
    (fun k s => by
      obtain rfl : k = 0 := Subsingleton.elim _ _
      have hI : Iic (Fin.castSucc (0 : Fin 1)) = {0} := by decide
      rw [hI, sum_singleton]
      show |deriv (fun s => 1 / 2 + a * Real.sin (ω * s)) s|
        < 2 * t * √((1 / 2 + a * Real.sin (ω * s)) * (1 / 2 - a * Real.sin (ω * s)))
      have hder : HasDerivAt (fun s => 1 / 2 + a * Real.sin (ω * s))
          (a * (Real.cos (ω * s) * (ω * 1))) s :=
        ((((hasDerivAt_id' s).const_mul ω).sin).const_mul a).const_add (1 / 2)
      have hlt := abs_lt.1 (hb s)
      have hp : 0 ≤ (1 / 2 + a * Real.sin (ω * s)) * (1 / 2 - a * Real.sin (ω * s)) :=
        mul_nonneg (by linarith [hlt.1]) (by linarith [hlt.2])
      rw [hder.deriv]
      refine abs_lt_of_sq_lt_sq ?_ (by positivity)
      rw [mul_pow (2 * t), Real.sq_sqrt hp]
      have h1 := mul_le_mul_of_nonneg_left (Real.cos_sq_le_one (ω * s))
        (by positivity : 0 ≤ a ^ 2 * ω ^ 2)
      have h2 := mul_le_mul_of_nonneg_left (Real.sin_sq_le_one (ω * s))
        (by positivity : 0 ≤ 4 * t ^ 2 * a ^ 2)
      linarith)
  exact ⟨v, ψ, hv, hψ, fun s => ⟨hd 0 s, hd 1 s⟩⟩

end

end LatticeTDDFT
```

```lean
#print axioms LatticeTDDFT.chain_v_representable
-- 'LatticeTDDFT.chain_v_representable' depends on axioms: [propext, Classical.choice, Quot.sound]
#print axioms LatticeTDDFT.dimer_oscillation
-- 'LatticeTDDFT.dimer_oscillation' depends on axioms: [propext, Classical.choice, Quot.sound]
```

## Which densities a potential can produce

The main theorem, `chain_v_representable`, takes a density history and returns a potential `v` and a wavefunction `ψ` that produce it. The chain has n+1 sites, numbered from 0, and n bonds. Bond `k` joins `k.castSucc` (site k) to `k.succ` (site k+1). `SolvesSchrodinger` is the Schrödinger equation with ħ = 1, required at every site and every real time, and `‖ψ i s‖ ^ 2 = ρ i s` identifies the density.

The sum over `Iic k.castSucc` is

Qₖ = Σ_{j≤k} ρⱼ′,

the rate at which probability accumulates on sites 0 to k. The code comments call this probability "charge". Since it can leave only through bond k, the current from site k to site k+1 is −Qₖ. The hypothesis `hcur` bounds its magnitude by what hopping can carry between sites with these densities. With at least one bond, it also forces t > 0. With a single site there is no bond, and the density is constantly 1.

The initial state is constructed along with the potential. This differs from the usual setting of time-dependent density functional theory, where the initial state is prescribed; uniqueness of the potential is not claimed either. The hopping is real and constant in time; only the on-site potential is adjusted.

For two non-interacting electrons of opposite spin in one orbital, the electron density is 2ρ, and `v` is the kind of potential sought in a lattice Kohn–Sham inversion. To use the theorem for an interacting pair, one must first show that half its density satisfies the hypotheses.

## Phases from currents, potential from phases

Write I for the imaginary unit and T for the hopping matrix, and set ψᵢ = √ρᵢ exp(Iθᵢ) with real phases θᵢ. Then

Iψᵢ′ = (Iρᵢ′/(2√ρᵢ) − θᵢ′√ρᵢ) exp(Iθᵢ).

The Schrödinger equation sets this equal to

exp(Iθᵢ) [Σⱼ Tᵢⱼ√ρⱼ (cos(θⱼ−θᵢ) + I sin(θⱼ−θᵢ)) + vᵢ√ρᵢ].

After division by exp(Iθᵢ), the imaginary part is the continuity equation,

ρᵢ′ = 2 Σⱼ Tᵢⱼ√(ρᵢρⱼ) sin(θⱼ−θᵢ),

and the real part gives the potential,

vᵢ = −θᵢ′ − (1/√ρᵢ) Σⱼ Tᵢⱼ√ρⱼ cos(θⱼ−θᵢ).

It remains to find phases that satisfy the continuity equation. Summed over sites 0 to k, its internal flows cancel in pairs, leaving

Qₖ = −2t√(ρₖρₖ₊₁) sin(θₖ₊₁−θₖ).

We therefore choose

θₖ₊₁ − θₖ = −arcsin(Qₖ/(2t√(ρₖρₖ₊₁))), with θ₀ = 0,

and add up these differences along the chain. Conversely, this choice gives the continuity equation at every site, because ρᵢ′ = Qᵢ − Qᵢ₋₁. At the left end Q₋₁ = 0 as an empty sum, and at the right end Qₙ = 0 by normalisation.

The strict bound keeps the argument of the arcsine inside (−1, 1), where the arcsine is smooth. Each Qₖ is continuously differentiable because the densities are C², so the phases are C¹ and the potential is continuous.

## The same steps in Lean

`continuity_of_bond_currents` proves the converse for any antisymmetric bond quantity `F`. Its steps `hR` and `hL` evaluate the flows through the right and left bonds, treating the chain ends separately; `hsplit` splits the hopping sum into these two flows.

`wave_solves` holds for any finite real matrix `T`. It differentiates `wave`, names the cosine and sine sums `C` and `S`, and takes the phase at site i out of the hopping sum. The continuity equation identifies `S` with ρᵢ′/(2√ρᵢ), and the definition of `phasePotential` supplies the real part. The final `linear_combination` joins the two.

`sitePhase_succ_sub` recovers one bond phase from neighbouring site phases, and `sitePhase_contDiff` proves their regularity. The main theorem combines these results: it differentiates the normalisation condition to get zero total rate, and uses `Real.sin_arcsin` to recover Qₖ from the bond phase.

`dimer_oscillation` applies the theorem to two sites with densities 1/2 ± a sin(ωs), assuming t > 0 and a²ω² < t²(1−4a²). This condition forces |a| < 1/2, so both densities are positive. With Q₀ = aω cos(ωs), the current bound follows from

Q₀² ≤ a²ω² < t²(1−4a²) ≤ t²(1−4a² sin²(ωs)) = 4t²ρ₀ρ₁.

The proof compares these squares using sin² ≤ 1 and cos² ≤ 1, then returns to absolute values with `abs_lt_of_sq_lt_sq`.
